# With hyperfine structure neglected, a weak magnetic field splits the D1 line into four Zeeman components and the D2 line into six, with Landé factors for g_s = 2

## Levels, sublevels and shifts

The D lines of an alkali atom join the ground level 2S1/2 to the two lowest excited P levels: D1 goes to 2P1/2 and D2 to 2P3/2. A static magnetic field B along z splits each level and therefore each line. The question is where the components lie when the Zeeman energy is small compared with the fine-structure splitting and the hyperfine structure is neglected.

A fine-structure level has total spin S, orbital angular momentum L and total angular momentum J. Its sublevels are labelled by M = −J, −J+1, …, J, the component of J along the field. Unprimed letters belong to the lower level and primed letters to the upper one. The symbol b stands for μ_B B, the Bohr magneton times the field, so b is an energy. The sublevel energies are E + g b M, where E is the zero-field energy and g the Landé factor

g = 3/2 + (S(S+1) − L(L+1)) / (2J(J+1)).

The shift of a component is the dimensionless number g'M' − gM, that is, its displacement in units of μ_B B. Components with M' = M are called π, those with M' = M ± 1 are called σ.

In Lean, a `Level` stores 2S, L and 2J as natural numbers, which keeps half-integers out of the labels. The type accepts any three naturals and doesn't check that L and S can couple to J.

```lean
import Mathlib

open Finset

namespace WeakFieldZeeman

/-- The Landé factor of a level with quantum numbers `S`, `L`, `J`, for `J > 0`. -/
def lande (S L J : ℚ) : ℚ :=
  3 / 2 + (S * (S + 1) - L * (L + 1)) / (2 * J * (J + 1))

/-- A fine-structure level, labelled by twice its spin, its orbital angular momentum and
twice its total angular momentum. -/
structure Level where
  twoS : ℕ
  L : ℕ
  twoJ : ℕ

/-- The Landé factor of a level, for `J > 0`. -/
def Level.g (a : Level) : ℚ := lande (a.twoS / 2) a.L (a.twoJ / 2)
```

The sublevels are produced as k − J for k = 0, …, 2J. Energies are real numbers, while Landé factors, magnetic quantum numbers and shifts are rational.

```lean
/-- The magnetic quantum numbers `M = -J, -J + 1, ..., J` of a level. -/
def Level.sublevels (a : Level) : Finset ℚ :=
  (range (a.twoJ + 1)).image fun k : ℕ => (k : ℚ) - (a.twoJ : ℚ) / 2

/-- The weak-field energy of the sublevel `M`: the zero-field energy `E` plus `g b M`,
where `b` is the Bohr magneton times the field. -/
noncomputable def Level.energy (a : Level) (E b : ℝ) (M : ℚ) : ℝ :=
  E + (a.g : ℝ) * b * (M : ℝ)

/-- The shift `g' M' - g M` of the line joining the lower sublevel `M = p.1` to the upper
sublevel `M' = p.2`. -/
def shift (lo up : Level) (p : ℚ × ℚ) : ℚ := up.g * p.2 - lo.g * p.1
```

A transition is a pair `p` with `p.1` = M and `p.2` = M'. The π and σ shifts are collected in multisets, lists without order that still record repetitions. If two transitions had the same shift, it would be listed twice.

```lean
/-- The pairs `(M, M')` of lower and upper sublevels with `|M' - M| ≤ 1`. -/
def transitions (lo up : Level) : Finset (ℚ × ℚ) :=
  (lo.sublevels ×ˢ up.sublevels).filter fun p => |p.2 - p.1| ≤ 1

/-- The shifts of the pi components, `M' = M`, listed with multiplicity. -/
def piShifts (lo up : Level) : Multiset ℚ :=
  ((transitions lo up).filter fun p => p.2 = p.1).val.map (shift lo up)

/-- The shifts of the sigma components, `M' ≠ M`, listed with multiplicity. -/
def sigmaShifts (lo up : Level) : Multiset ℚ :=
  ((transitions lo up).filter fun p => p.2 ≠ p.1).val.map (shift lo up)
```

The three levels of the D lines are then fixed by their labels.

```lean
/-- The level 2S1/2. -/
def S12 : Level := ⟨1, 0, 1⟩

/-- The level 2P1/2. -/
def P12 : Level := ⟨1, 1, 1⟩

/-- The level 2P3/2. -/
def P32 : Level := ⟨1, 1, 3⟩
```

## A field weak enough for energies linear in B

The law E + g b M is first-order perturbation theory within one level. It requires the Zeeman energy to be small compared with the fine-structure splitting between 2P1/2 and 2P3/2. It also leaves out the nuclear spin, so it suits a nucleus of spin zero, or a field that is strong compared with the hyperfine structure and still weak compared with the fine structure.

By hand, linearity enters when the two energies are subtracted:

(E' + g' b M') − (E + g b M) = (E' − E) + b (g'M' − gM).

The first bracket on the right is the zero-field transition energy, so the field displaces the line by b times the shift. For b ≠ 0, different shifts mean different line positions.

The theorem `line_displacement` states this identity for any two levels, any real `E`, `E'` and `b`, and any rational `M` and `M'`. Its proof unfolds the energies and the shift, carries the rational numbers over to the reals, and leaves the rearrangement to `ring`.

```lean
/-- The field displaces the transition energy from its zero-field value by
`b (g' M' - g M)`, where `b` is the Bohr magneton times the field. -/
theorem line_displacement (lo up : Level) (E E' b : ℝ) (M M' : ℚ) :
    (up.energy E' b M' - lo.energy E b M) - (E' - E)
      = b * ((shift lo up (M, M') : ℚ) : ℝ) := by
  simp only [Level.energy, shift]
  push_cast
  ring
```

The linear law itself is built into `Level.energy`. That a real atom obeys it is the step from the model to the laboratory, and it rests on perturbation theory. In a stronger field, sublevels of 2P1/2 and 2P3/2 with the same M mix, their energies bend away from straight lines, and a fixed number g'M' − gM no longer describes the displacement.

## LS coupling and a spin g-factor of 2

The Landé formula presumes that L and S are good quantum numbers and that the magnetic moment is −μ_B(L + 2S), with orbital g-factor 1 and spin g-factor g_s = 2. Projecting L + 2S = J + S onto J gives

g = 1 + (J(J+1) + S(S+1) − L(L+1)) / (2J(J+1)),

which is the formula above once the J(J+1) term is separated off as 1/2. The code starts from the formula and takes this projection as given.

All three levels have S = 1/2, so S(S+1) = 3/4. For 2S1/2, L(L+1) = 0 and 2J(J+1) = 3/2:

g = 3/2 + (3/4)/(3/2) = 3/2 + 1/2 = 2.

For 2P1/2, L(L+1) = 2 and 2J(J+1) = 3/2:

g = 3/2 − (5/4)/(3/2) = 3/2 − 5/6 = 2/3.

For 2P3/2, L(L+1) = 2 and 2J(J+1) = 15/2:

g = 3/2 − (5/4)/(15/2) = 3/2 − 1/6 = 4/3.

The theorem `lande_values` contains these three results. Its proof splits the conjunction into three goals, and `norm_num` evaluates the formula in each.

```lean
/-- The Landé factors of 2S1/2, 2P1/2 and 2P3/2 are 2, 2/3 and 4/3. -/
theorem lande_values : S12.g = 2 ∧ P12.g = 2 / 3 ∧ P32.g = 4 / 3 := by
  refine ⟨?_, ?_, ?_⟩ <;> norm_num [Level.g, lande, S12, P12, P32]
```

With a general spin g-factor the same projection gives g_s, (4 − g_s)/3 and (2 + g_s)/3 for the three levels. The small excess of the electron's g_s over 2 therefore moves eight of the ten components slightly away from the simple fractions found below. The two D2 components at ±1 stay where they are, because (3/2)(2 + g_s)/3 − g_s/2 = 1 for every g_s. For g_s = 1 all three factors would equal 1, and the splitting would lose its anomalous character.

## Transitions with |M' − M| ≤ 1

An electric-dipole photon changes the angular momentum component along the field by −1, 0 or 1. Between two levels of the same atom M' − M is always an integer, so the rule can be written |M' − M| ≤ 1. This is the only selection rule imposed by `transitions`. Rules on J, L and parity are left to the choice of levels, and the word "allowed" in the code comments has this restricted sense. For the D lines the choice is sound: all ten pairs below have non-zero dipole strength.

The lower level contributes gM = 2M = ±1. In D1 the upper level contributes (2/3)M' = ±1/3. In D2 it contributes (4/3)M', which is ±2/3 for M' = ±1/2 and ±2 for M' = ±3/2. The subtractions are as follows.

| Line | M | M' | g'M' − gM | Type |
|---|---|---|---|---|
| D1 | −1/2 | −1/2 | −1/3 + 1 = 2/3 | π |
| D1 | 1/2 | 1/2 | 1/3 − 1 = −2/3 | π |
| D1 | −1/2 | 1/2 | 1/3 + 1 = 4/3 | σ |
| D1 | 1/2 | −1/2 | −1/3 − 1 = −4/3 | σ |
| D2 | −1/2 | −1/2 | −2/3 + 1 = 1/3 | π |
| D2 | 1/2 | 1/2 | 2/3 − 1 = −1/3 | π |
| D2 | −1/2 | −3/2 | −2 + 1 = −1 | σ |
| D2 | 1/2 | 3/2 | 2 − 1 = 1 | σ |
| D2 | −1/2 | 1/2 | 2/3 + 1 = 5/3 | σ |
| D2 | 1/2 | −1/2 | −2/3 − 1 = −5/3 | σ |

For D1 the rule removes nothing, because two levels with J = 1/2 never differ by more than 1 in M. For D2 it removes two pairs, M = −1/2 with M' = 3/2 and M = 1/2 with M' = −3/2. Without the rule these would add shifts of 3 and −3.

The entries come in pairs of opposite sign. The same symmetry holds for any two levels, except that a transition with M = M' = 0, whose shift is 0, is its own partner. Reversing M and M' together gives

g'(−M') − g(−M) = −(g'M' − gM),

and |−M' + M| = |M' − M|, so the reversed pair satisfies the rule if the original does. The reversed quantum numbers also have to belong to the levels. That is the content of `neg_mem_sublevels`: if M = k − J, then −M = (2J − k) − J, and 2J − k again lies between 0 and 2J. The proof supplies exactly this index, `a.twoJ - k`.

```lean
/-- With `M`, a level also contains the sublevel `-M`. -/
theorem neg_mem_sublevels (a : Level) {M : ℚ} (hM : M ∈ a.sublevels) :
    -M ∈ a.sublevels := by
  obtain ⟨k, hk, rfl⟩ := Finset.mem_image.mp hM
  have hk' : k ≤ a.twoJ := by
    have := Finset.mem_range.mp hk
    omega
  refine Finset.mem_image.mpr ⟨a.twoJ - k, Finset.mem_range.mpr (by omega), ?_⟩
  push_cast [Nat.cast_sub hk']
  ring
```

The theorem `pattern_symmetric` applies the lemma to both levels, rewrites the difference as the negative of the old one, and uses `abs_neg` to recover the bound. The sign change of the shift is algebra and holds for any pair. The assumption that `p` is a transition serves the other conclusion, that the reversed pair is a transition too.

```lean
/-- Reversing both magnetic quantum numbers turns an allowed transition into an allowed
transition with the opposite shift. -/
theorem pattern_symmetric (lo up : Level) {p : ℚ × ℚ} (hp : p ∈ transitions lo up) :
    (-p.1, -p.2) ∈ transitions lo up ∧
      shift lo up (-p.1, -p.2) = -shift lo up p := by
  simp only [transitions, Finset.mem_filter, Finset.mem_product] at hp ⊢
  obtain ⟨⟨h1, h2⟩, h3⟩ := hp
  refine ⟨⟨⟨neg_mem_sublevels lo h1, neg_mem_sublevels up h2⟩, ?_⟩, ?_⟩
  · have e : -p.2 - -p.1 = -(p.2 - p.1) := by ring
    rw [e, abs_neg]
    exact h3
  · simp only [shift]
    ring
```

The theorem `D_line_patterns` states the table as four equalities of multisets, for the π and σ shifts of D1 and of D2. Since multisets count repetitions, each value occurs exactly once. The proof is the enumeration itself: `decide +kernel` has Lean's kernel generate the pairs, apply the filters, compute the rational shifts and compare the result with the stated multiset.

```lean
/-- The anomalous Zeeman patterns of the D lines, each shift occurring exactly once:
D1 has pi shifts ±2/3 and sigma shifts ±4/3; D2 has pi shifts ±1/3 and sigma shifts
±1 and ±5/3. -/
theorem D_line_patterns :
    piShifts S12 P12 = {-2 / 3, 2 / 3} ∧
    sigmaShifts S12 P12 = {-4 / 3, 4 / 3} ∧
    piShifts S12 P32 = {-1 / 3, 1 / 3} ∧
    sigmaShifts S12 P32 = {-5 / 3, -1, 1, 5 / 3} := by
  -- a finite enumeration in exact rational arithmetic
  refine ⟨?_, ?_, ?_, ?_⟩ <;> decide +kernel
```

## Singlet levels, with S = 0 and J = L

The ten shifts above contrast with the normal Zeeman effect, which appears between levels without spin. For S = 0 and J = L > 0 the Landé factor is

g = 3/2 − L(L+1)/(2L(L+1)) = 3/2 − 1/2 = 1,

so gM = M. For L = 0 the formula would divide by zero, but the only sublevel is M = 0 and the product gM vanishes whatever value g is given.

The theorem `singlet_moment` follows the same two cases. Its hypothesis `hS` sets the spin to zero, and `hJ` sets 2J = 2L. Physically the second follows from the first, but since `Level` doesn't enforce the coupling rule, it has to be stated. The labels S = 0, L = 0, J = 1, which no atom has, would give g = 3/2. Conversely, J = L alone isn't enough: the level 3P1 has J = L = 1 and also g = 3/2.

```lean
/-- In a singlet level (`S = 0`, `J = L`) every sublevel satisfies `g M = M`. -/
theorem singlet_moment (a : Level) (hS : a.twoS = 0) (hJ : a.twoJ = 2 * a.L)
    {M : ℚ} (hM : M ∈ a.sublevels) : a.g * M = M := by
  rcases Nat.eq_zero_or_pos a.L with h | h
  · -- for J = 0 the only sublevel is M = 0
    have hM0 : M = 0 := by simpa [Level.sublevels, hJ, h] using hM
    rw [hM0, mul_zero]
  · -- for J > 0 the Landé factor is 1
    have e : ((2 * a.L : ℕ) : ℚ) / 2 = a.L := by
      push_cast
      ring
    have hq : (0 - (a.L : ℚ) * (a.L + 1)) / (2 * a.L * (a.L + 1)) = -1 / 2 := by
      rw [div_eq_iff (by positivity)]
      ring
    have hg : a.g = 1 := by
      simp only [Level.g, lande, hS, hJ, e, Nat.cast_zero, zero_div, zero_mul]
      rw [hq]
      norm_num
    rw [hg, one_mul]
```

If both levels are singlets, the shift is g'M' − gM = M' − M. Both quantum numbers are integers because J and J' are, so the difference is an integer of modulus at most 1, hence −1, 0 or 1. The theorem `normal_zeeman` states both facts. Its proof applies `singlet_moment` to each level, writes M' − M as an integer `z`, transfers the bound to `z`, and lets `omega` list the three possibilities.

The theorem limits the values without saying that all three occur. Between two levels with J = 0 the only pair is M = M' = 0, with shift 0, and the dipole strength of that transition vanishes in any case.

```lean
/-- The normal Zeeman effect: between two singlet levels every allowed transition has
shift `M' - M`, which is -1, 0 or 1. -/
theorem normal_zeeman (lo up : Level) (hS : lo.twoS = 0) (hJ : lo.twoJ = 2 * lo.L)
    (hS' : up.twoS = 0) (hJ' : up.twoJ = 2 * up.L)
    {p : ℚ × ℚ} (hp : p ∈ transitions lo up) :
    shift lo up p = p.2 - p.1 ∧
      (shift lo up p = -1 ∨ shift lo up p = 0 ∨ shift lo up p = 1) := by
  simp only [transitions, Finset.mem_filter, Finset.mem_product] at hp
  obtain ⟨⟨h1, h2⟩, h3⟩ := hp
  have hs : shift lo up p = p.2 - p.1 := by
    rw [shift, singlet_moment up hS' hJ' h2, singlet_moment lo hS hJ h1]
  refine ⟨hs, ?_⟩
  -- the difference M' - M is an integer of modulus at most one
  obtain ⟨k, -, hk⟩ := Finset.mem_image.mp h1
  obtain ⟨k', -, hk'⟩ := Finset.mem_image.mp h2
  rw [hJ] at hk
  rw [hJ'] at hk'
  push_cast at hk hk'
  obtain ⟨z, hz⟩ : ∃ z : ℤ, p.2 - p.1 = (z : ℚ) :=
    ⟨(k' : ℤ) - up.L - k + lo.L, by push_cast; linarith⟩
  rw [hz] at h3
  have h4 : |z| ≤ 1 := by exact_mod_cast h3
  have h5 := abs_le.mp h4
  have h6 : z = -1 ∨ z = 0 ∨ z = 1 := by omega
  rw [hs, hz]
  exact_mod_cast h6

end WeakFieldZeeman
```

```lean
#print axioms WeakFieldZeeman.line_displacement
#print axioms WeakFieldZeeman.pattern_symmetric
#print axioms WeakFieldZeeman.D_line_patterns
#print axioms WeakFieldZeeman.normal_zeeman
```

```
'WeakFieldZeeman.line_displacement' depends on axioms: [propext, Classical.choice, Quot.sound]
'WeakFieldZeeman.pattern_symmetric' depends on axioms: [propext, Classical.choice, Quot.sound]
'WeakFieldZeeman.D_line_patterns' depends on axioms: [propext, Classical.choice, Quot.sound]
'WeakFieldZeeman.normal_zeeman' depends on axioms: [propext, Classical.choice, Quot.sound]
```

## Line positions in a simulated spectrum

In a simulation of alkali spectra in a weak field, with hyperfine structure neglected, the shifts fix the line positions. The program loops over M and M', keeps the pairs with |M' − M| ≤ 1, and places a component at the frequency

ν = ν₀ + (μ_B B / h)(g'M' − gM),

where ν₀ is the zero-field frequency of the line and h is Planck's constant. For D2 this gives six equally spaced components, with neighbours 2μ_B B/(3h) apart. D1 gives four components with a gap of 4μ_B B/(3h) in the middle and 2μ_B B/(3h) on either side of it.

The relation also runs backwards. If the two π components of D2 are a frequency Δν apart, the field is B = 3hΔν/(2μ_B). The heights of the lines require the dipole matrix elements, the polarisation and the direction of observation in addition.
